# Under Hamilton's equations, invariance under every single-orbital phase freezes the occupations

Let E(x, y) be a differentiable real function of the amplitudes x = (x_k) and y = (y_k) of finitely many orbitals. Suppose that E does not change when any single pair (x_k, y_k) is rotated in its plane. Then along every solution of

x_k′ = ∂E/∂y_k,  y_k′ = −∂E/∂x_k

each occupation

n_k = x_k² + y_k²

is constant in time.

The pair (x_k, y_k) holds the real and imaginary parts of a complex amplitude c_k = x_k + i y_k, so rotating the pair changes the phase of orbital k and leaves its occupation alone. The result bears on time-dependent density-matrix functional theory: an energy that is blind to each orbital phase cannot move charge between orbitals, at least in this model of finitely many amplitudes with a time-independent energy and orbitals that do not evolve themselves.

## The phase torque drives the occupation

Write z = (x, y), and let R_k(θ) z be the amplitudes after the pair of orbital k has been rotated by the angle θ. The rotated pair is

x_k(θ) = cos θ x_k − sin θ y_k

y_k(θ) = sin θ x_k + cos θ y_k

and all other pairs stay as they are. Differentiating with respect to θ gives

dx_k(θ)/dθ = −sin θ x_k − cos θ y_k = −y_k(θ)

dy_k(θ)/dθ = cos θ x_k − sin θ y_k = x_k(θ).

Define the phase torque on orbital k by

τ_k(z) = x_k ∂E/∂y_k − y_k ∂E/∂x_k.

By the chain rule, the energy changes with the angle at the rate

d/dθ E(R_k(θ) z) = −y_k(θ) ∂E/∂x_k + x_k(θ) ∂E/∂y_k = τ_k(R_k(θ) z),

where the partial derivatives are taken at the rotated point.

If E is invariant under these rotations, the left side is zero. Setting θ = 0 gives τ_k(z) = 0 for every k and z. Conversely, if all torques vanish everywhere, then E(R_k(θ) z) has zero derivative at every θ. It therefore keeps its value at θ = 0, which is E(z). Phase invariance and vanishing torque are the same condition on a differentiable energy.

Now let z(t) solve the equations of motion. For any differentiable E, invariant or not,

n_k′ = 2 x_k x_k′ + 2 y_k y_k′ = 2 x_k ∂E/∂y_k − 2 y_k ∂E/∂x_k = 2 τ_k(z(t)).

For a phase-invariant energy the right side is zero at all times, so n_k is constant.

An energy that depends on the amplitudes only through the occupations is always phase invariant, because

x_k(θ)² + y_k(θ)² = (cos² θ + sin² θ)(x_k² + y_k²) = n_k.

## A common phase still allows transfer

With two or more orbitals, invariance under one phase shared by all of them is a weaker condition. For two orbitals, labelled 0 and 1, take the hopping energy

E = x₀x₁ + y₀y₁.

Rotating both pairs by the same θ turns it into

(cos θ x₀ − sin θ y₀)(cos θ x₁ − sin θ y₁) + (sin θ x₀ + cos θ y₀)(sin θ x₁ + cos θ y₁).

The terms with sin θ cos θ cancel, and the rest is (cos² θ + sin² θ)(x₀x₁ + y₀y₁) = E. Rotating only orbital 0 by π, however, changes the sign of E.

The equations of motion are

x₀′ = y₁,  y₀′ = −x₁,  x₁′ = y₀,  y₁′ = −x₀.

They are solved by x₀ = cos t, y₁ = −sin t and x₁ = y₀ = 0, since (cos t)′ = −sin t = y₁ and (−sin t)′ = −cos t = −x₀. The occupations are

n₀ = cos² t,  n₁ = sin² t.

In complex form the motion reads i c₀′ = c₁ and i c₁′ = c₀, the Schrödinger equation, with ħ = 1, of one particle hopping between two orbitals with matrix element 1. In the solution above, n₀ and n₁ are the occupations of these two fixed orbitals. The natural occupation numbers of density-matrix functional theory, which are the eigenvalues of the one-particle density matrix, stay at 1 and 0 for this particle. The energy expectation value of that particle is 2(x₀x₁ + y₀y₁) = 2E: with x_k and y_k themselves as conjugate variables, the function E in Hamilton's equations is half the expectation value. The torque on orbital 0 is x₀y₁ − y₀x₁ = −sin t cos t, and twice this is the derivative of cos² t, as it should be.

## Amplitudes, rotations and equations of motion in Lean

```lean
import Mathlib

open Function

namespace FrozenOccupations

noncomputable section
```

The orbitals are labelled by a type `ι`, which is finite in the main theorem. A point `z : Amp ι` is a pair of real vectors, with `z.1 k` for x_k and `z.2 k` for y_k.

```lean
/-- Real orbital amplitudes: a pair `(x, y)` of real vectors indexed by the orbitals. -/
abbrev Amp (ι : Type*) := (ι → ℝ) × (ι → ℝ)
```

The occupation is the squared modulus of the amplitude. Nothing restricts it to lie between 0 and 1 or fixes the total particle number, so the theorem covers more amplitudes than a fermionic density matrix would allow.

```lean
variable {ι : Type*} [Fintype ι] [DecidableEq ι]

/-- The occupation `x_k² + y_k²` of orbital `k`. -/
def occ (z : Amp ι) (k : ι) : ℝ := z.1 k ^ 2 + z.2 k ^ 2
```

A rotation overwrites entry `k` of both vectors by `update`. Positive angles turn the x axis towards the y axis, which multiplies c_k by the phase factor exp(iθ).

```lean
/-- Rotation of the single pair `(x_k, y_k)` by the angle `θ` in its plane. -/
def rotate (k : ι) (θ : ℝ) (z : Amp ι) : Amp ι :=
  (update z.1 k (Real.cos θ * z.1 k - Real.sin θ * z.2 k),
   update z.2 k (Real.sin θ * z.1 k + Real.cos θ * z.2 k))
```

Phase invariance is required for every orbital separately, at every angle and at all amplitudes.

```lean
/-- The energy is unchanged when the phase of any single orbital is rotated. -/
def PhaseInvariant (E : Amp ι → ℝ) : Prop :=
  ∀ k θ z, E (rotate k θ z) = E z
```

The partial derivatives are the total derivative `fderiv ℝ E z` applied to coordinate directions. `Pi.single k 1` is the vector with 1 in place `k` and 0 elsewhere.

```lean
/-- The partial derivative `∂E/∂x_k`. -/
def dx (E : Amp ι → ℝ) (k : ι) (z : Amp ι) : ℝ :=
  fderiv ℝ E z (Pi.single k 1, 0)

/-- The partial derivative `∂E/∂y_k`. -/
def dy (E : Amp ι → ℝ) (k : ι) (z : Amp ι) : ℝ :=
  fderiv ℝ E z (0, Pi.single k 1)

/-- The phase torque `x_k ∂E/∂y_k - y_k ∂E/∂x_k` on orbital `k`. -/
def torque (E : Amp ι → ℝ) (k : ι) (z : Amp ι) : ℝ :=
  z.1 k * dy E k z - z.2 k * dx E k z
```

The equations of motion are a hypothesis on a given curve. They are postulated, not derived from the many-electron Schrödinger equation, and stand for an energy functional that acts as a classical Hamiltonian with x_k and y_k as conjugate variables. The signs fix y_k as the momentum belonging to x_k.

```lean
/-- The curve `z` obeys Hamilton's equations `x_k' = ∂E/∂y_k`, `y_k' = -∂E/∂x_k`. -/
def IsTrajectory (E : Amp ι → ℝ) (z : ℝ → Amp ι) : Prop :=
  ∀ t k, HasDerivAt (fun s => (z s).1 k) (dy E k (z t)) t ∧
    HasDerivAt (fun s => (z s).2 k) (-dx E k (z t)) t
```

`IsTrajectory` asks for the equations at every real time. The theorems about a general energy say nothing on whether such a curve exists for given initial amplitudes; they apply to each one that does.

## From rotation to vanishing torque

The first lemma is the derivative of the rotation. The velocity has at most one nonzero entry in each vector, the one in place k: −y_k(θ) in the x part and x_k(θ) in the y part.

```lean
/-- Turning the phase of orbital `k` moves the amplitudes with velocity `(-y_k, x_k)`
in the plane of that orbital. -/
theorem hasDerivAt_rotate (k : ι) (θ : ℝ) (z : Amp ι) :
    HasDerivAt (fun s => rotate k s z)
      (Pi.single k (-(rotate k θ z).2 k), Pi.single k ((rotate k θ z).1 k)) θ := by
  have h1 : HasDerivAt (fun s => (rotate k s z).1)
      (Pi.single k (-(rotate k θ z).2 k)) θ := by
    refine hasDerivAt_pi.2 fun i => ?_
    rcases eq_or_ne i k with rfl | h
    · simp only [rotate, update_self, Pi.single_eq_same]
      exact (((Real.hasDerivAt_cos θ).mul_const _).fun_sub
        ((Real.hasDerivAt_sin θ).mul_const _)).congr_deriv (by ring)
    · simp only [rotate, update_of_ne h, Pi.single_eq_of_ne h]
      exact hasDerivAt_const _ _
  have h2 : HasDerivAt (fun s => (rotate k s z).2)
      (Pi.single k ((rotate k θ z).1 k)) θ := by
    refine hasDerivAt_pi.2 fun i => ?_
    rcases eq_or_ne i k with rfl | h
    · simp only [rotate, update_self, Pi.single_eq_same]
      exact (((Real.hasDerivAt_sin θ).mul_const _).fun_add
        ((Real.hasDerivAt_cos θ).mul_const _)).congr_deriv (by ring)
    · simp only [rotate, update_of_ne h, Pi.single_eq_of_ne h]
      exact hasDerivAt_const _ _
  exact h1.prodMk h2
```

The proof treats the two vectors separately, and `hasDerivAt_pi` reduces each to its entries. For the entry `i = k` the derivatives of sine and cosine give the result, with `ring` matching the two forms. Every other entry is constant. `prodMk` joins the two halves.

Next comes the chain rule, through `comp_hasDerivAt`.

```lean
/-- The rate of change of a differentiable energy with the phase angle of orbital `k` is the phase
torque on that orbital at the rotated amplitudes. -/
theorem hasDerivAt_energy_rotate {E : Amp ι → ℝ} (hE : Differentiable ℝ E)
    (k : ι) (θ : ℝ) (z : Amp ι) :
    HasDerivAt (fun s => E (rotate k s z)) (torque E k (rotate k θ z)) θ := by
  have h := (hE (rotate k θ z)).hasFDerivAt.comp_hasDerivAt θ (hasDerivAt_rotate k θ z)
  -- split the velocity into its x and y directions
  have split : ∀ a b : ℝ, ((Pi.single k (-b), Pi.single k a) : Amp ι) =
      a • ((0, Pi.single k 1) : Amp ι) - b • ((Pi.single k 1, 0) : Amp ι) := by
    intro a b
    ext i <;> by_cases h : i = k <;> simp [h]
  refine h.congr_deriv ?_
  rw [split, map_sub, map_smul, map_smul]
  simp only [torque, dx, dy, smul_eq_mul]
```

The auxiliary statement `split` writes the velocity as x_k(θ) times the y direction minus y_k(θ) times the x direction. Since the total derivative is linear, the same combination of partial derivatives comes out, and that is the torque at the rotated point.

The equivalence between phase invariance and vanishing torque follows.

```lean
/-- A differentiable energy is phase invariant exactly when the phase torque on every
orbital vanishes at all amplitudes. -/
theorem phaseInvariant_iff_torque_eq_zero {E : Amp ι → ℝ} (hE : Differentiable ℝ E) :
    PhaseInvariant E ↔ ∀ k z, torque E k z = 0 := by
  have rotate_zero : ∀ (k : ι) (z : Amp ι), rotate k 0 z = z := by
    intro k z
    simp [rotate]
  constructor
  · intro h k z
    have h1 := hasDerivAt_energy_rotate hE k 0 z
    have h2 : (fun s => E (rotate k s z)) = fun _ => E z := funext fun s => h k s z
    rw [h2, rotate_zero] at h1
    exact h1.unique (hasDerivAt_const _ _)
  · intro h k θ z
    -- zero torque makes the energy constant along the whole circle of phases
    have h1 := is_const_of_deriv_eq_zero
      (fun s => (hasDerivAt_energy_rotate hE k s z).differentiableAt)
      (fun s => (hasDerivAt_energy_rotate hE k s z).deriv.trans (h k _)) θ 0
    simpa only [rotate_zero] using h1
```

In the forward direction, invariance makes the energy a constant function of the angle. Its derivative at angle 0 is then both the torque and zero, and `unique` equates the two. In the backward direction, `is_const_of_deriv_eq_zero` turns a vanishing derivative into equal energies at the angles `θ` and 0, and `rotate_zero` identifies the latter with the energy of the unrotated amplitudes.

## Constant occupations along every trajectory

The rate of change of the occupation needs only the equations of motion.

```lean
omit [Fintype ι] in
/-- Along any trajectory, the occupation of orbital `k` changes at twice the phase
torque on it. -/
theorem hasDerivAt_occ {E : Amp ι → ℝ} {z : ℝ → Amp ι} (hz : IsTrajectory E z)
    (k : ι) (t : ℝ) :
    HasDerivAt (fun s => occ (z s) k) (2 * torque E k (z t)) t := by
  obtain ⟨h1, h2⟩ := hz t k
  simp only [occ, pow_two]
  exact ((h1.fun_mul h1).fun_add (h2.fun_mul h2)).congr_deriv (by unfold torque; ring)
```

The squares are written as products, the product rule is applied to each, and `ring` collects the result into twice the torque.

The main theorem combines the two preceding results.

```lean
/-- Phase-invariant functionals freeze occupations: along every trajectory of a
differentiable phase-invariant energy, each occupation is constant in time. -/
theorem occupations_frozen {E : Amp ι → ℝ} (hE : Differentiable ℝ E)
    (hinv : PhaseInvariant E) {z : ℝ → Amp ι} (hz : IsTrajectory E z)
    (k : ι) (s t : ℝ) : occ (z s) k = occ (z t) k := by
  have h0 := (phaseInvariant_iff_torque_eq_zero hE).1 hinv
  exact is_const_of_deriv_eq_zero
    (fun r => (hasDerivAt_occ hz k r).differentiableAt)
    (fun r => by rw [(hasDerivAt_occ hz k r).deriv, h0, mul_zero]) s t
```

It reads: for a differentiable, phase-invariant energy `E`, a trajectory `z` of it, an orbital `k` and any two times `s` and `t`, the occupation of `k` is the same at both times. The proof takes the zero torque from the equivalence, inserts it into the rate of change, and concludes that a function with zero derivative everywhere is constant.

## Functionals of the occupations alone

Here `F` is an arbitrary real function of the vector of occupations, without any smoothness.

```lean
omit [Fintype ι] in
/-- Every functional of the occupations alone is phase invariant. -/
theorem phaseInvariant_of_occ (F : (ι → ℝ) → ℝ) :
    PhaseInvariant (fun z : Amp ι => F (occ z)) := by
  intro k θ z
  have h : occ (rotate k θ z) = occ z := by
    funext i
    rcases eq_or_ne i k with rfl | h
    · simp only [occ, rotate, update_self]
      linear_combination (z.1 i ^ 2 + z.2 i ^ 2) * Real.sin_sq_add_cos_sq θ
    · simp only [occ, rotate, update_of_ne h]
  simp only [h]
```

The proof shows that a rotation preserves the whole vector of occupations. For the rotated orbital, `linear_combination` uses sin² θ + cos² θ = 1; for the others nothing changes.

To freeze the occupations by `occupations_frozen`, the energy must also be differentiable in the amplitudes, everywhere. This excludes an energy such as √(n_j n_k) with j ≠ k, which is the product |c_j| |c_k| and has a kink where one of the two orbitals is empty and the other is not.

## The hopping energy as a counterexample

The type `Fin 2` has the elements 0 and 1, so the labels agree with those used above.

```lean
/-- The hopping energy `x₀ x₁ + y₀ y₁` between two orbitals. -/
def hop (z : Amp (Fin 2)) : ℝ := z.1 0 * z.1 1 + z.2 0 * z.2 1

/-- The two-orbital curve with `x₀ = cos t`, `y₁ = -sin t` and `x₁ = y₀ = 0`. -/
def transfer (t : ℝ) : Amp (Fin 2) := (![Real.cos t, 0], ![0, -Real.sin t])
```

To check the equations of motion, Lean needs the derivative of the hopping energy in an arbitrary direction `v`.

```lean
/-- The hopping energy is differentiable, with the stated directional derivatives. -/
theorem hop_fderiv (z : Amp (Fin 2)) : DifferentiableAt ℝ hop z ∧
    ∀ v, fderiv ℝ hop z v =
      z.1 0 * v.1 1 + z.1 1 * v.1 0 + (z.2 0 * v.2 1 + z.2 1 * v.2 0) := by
  have ha : ∀ i, HasFDerivAt (fun w : Amp (Fin 2) => w.1 i)
      ((ContinuousLinearMap.proj (R := ℝ) (φ := fun _ : Fin 2 => ℝ) i).comp
        (ContinuousLinearMap.fst ℝ (Fin 2 → ℝ) (Fin 2 → ℝ))) z :=
    fun i => ((ContinuousLinearMap.proj (R := ℝ) (φ := fun _ : Fin 2 => ℝ) i).comp
      (ContinuousLinearMap.fst ℝ (Fin 2 → ℝ) (Fin 2 → ℝ))).hasFDerivAt
  have hb : ∀ i, HasFDerivAt (fun w : Amp (Fin 2) => w.2 i)
      ((ContinuousLinearMap.proj (R := ℝ) (φ := fun _ : Fin 2 => ℝ) i).comp
        (ContinuousLinearMap.snd ℝ (Fin 2 → ℝ) (Fin 2 → ℝ))) z :=
    fun i => ((ContinuousLinearMap.proj (R := ℝ) (φ := fun _ : Fin 2 => ℝ) i).comp
      (ContinuousLinearMap.snd ℝ (Fin 2 → ℝ) (Fin 2 → ℝ))).hasFDerivAt
  have h : HasFDerivAt hop _ z := ((ha 0).mul (ha 1)).add ((hb 0).mul (hb 1))
  refine ⟨h.differentiableAt, fun v => ?_⟩
  rw [h.fderiv]
  simp
```

The coordinates are continuous linear maps, built from the projections `fst`, `snd` and `proj`, and each is its own derivative. The product and sum rules then give the expected formula, for instance ∂E/∂y₀ = y₁ when `v` is the y₀ direction.

The last theorem has three parts: invariance under the common rotation, written as a rotation of orbital 1 followed by one of orbital 0 through the same angle; the equations of motion for `transfer`; and its occupations.

```lean
/-- The hopping energy is invariant under a common phase rotation of both orbitals, yet
it has a trajectory whose occupations are `cos² t` and `sin² t`. -/
theorem common_phase_not_enough :
    (∀ θ z, hop (rotate 0 θ (rotate 1 θ z)) = hop z) ∧ IsTrajectory hop transfer ∧
      ∀ t, occ (transfer t) 0 = Real.cos t ^ 2 ∧ occ (transfer t) 1 = Real.sin t ^ 2 := by
  refine ⟨fun θ z => ?_, fun t => ?_, fun t => ?_⟩
  · simp only [hop, rotate, update_self, ne_eq, zero_ne_one, one_ne_zero,
      not_false_eq_true, update_of_ne]
    linear_combination (z.1 0 * z.1 1 + z.2 0 * z.2 1) * Real.sin_sq_add_cos_sq θ
  · rw [Fin.forall_fin_two]
    refine ⟨⟨?_, ?_⟩, ⟨?_, ?_⟩⟩
    · exact (Real.hasDerivAt_cos t).congr_deriv (by simp [dy, (hop_fderiv _).2, transfer])
    · exact (hasDerivAt_const t (0 : ℝ)).congr_deriv
        (by simp [dx, (hop_fderiv _).2, transfer])
    · exact (hasDerivAt_const t (0 : ℝ)).congr_deriv
        (by simp [dy, (hop_fderiv _).2, transfer])
    · exact (Real.hasDerivAt_sin t).fun_neg.congr_deriv
        (by simp [dx, (hop_fderiv _).2, transfer])
  · constructor <;> simp [occ, transfer]

end

end FrozenOccupations
```

The first part is the expansion done by hand, closed with sin² θ + cos² θ = 1. The second splits into four scalar equations, two for each orbital, which reduce to the derivatives of cosine, sine and the constant 0. The third is direct evaluation. At t = 0 the particle is entirely in orbital 0 and at t = π/2 entirely in orbital 1, so a symmetry under the common phase alone does not freeze the occupations.

```lean
#print axioms FrozenOccupations.phaseInvariant_iff_torque_eq_zero
#print axioms FrozenOccupations.occupations_frozen
#print axioms FrozenOccupations.phaseInvariant_of_occ
#print axioms FrozenOccupations.common_phase_not_enough
```

```
'FrozenOccupations.phaseInvariant_iff_torque_eq_zero' depends on axioms: [propext, Classical.choice, Quot.sound]
'FrozenOccupations.occupations_frozen' depends on axioms: [propext, Classical.choice, Quot.sound]
'FrozenOccupations.phaseInvariant_of_occ' depends on axioms: [propext, Classical.choice, Quot.sound]
'FrozenOccupations.common_phase_not_enough' depends on axioms: [propext, Classical.choice, Quot.sound]
```
